# Interband dipoles decide whether a scissors shift changes the equal-polarisation two-photon vertex

In a velocity-gauge calculation of a second-order optical response, a scissors correction raises the conduction energies and so shifts the energy denominators. The couplings to light are built from the Hamiltonian too, so the shift can change them as well, including the one-photon coupling. The question here is whether the two-photon vertex, the coupling of the electrons to two photons at once, must be recomputed from the shifted Hamiltonian. The problems below settle this for equal polarisations in an independent-particle model with finitely many states.

Let $H$ be the Hamiltonian and $x$, $y$ the dipole operators along two polarisations. A uniform vector potential of strength $a$ along $x$ turns $H$ into

$$e^{iax}He^{-iax}=H+ia[x,H]-\tfrac{a^2}{2}[x,[x,H]]+\dots$$

Up to a prefactor, the second-order coupling is a double commutator. The two-photon vertex of an operator $A$ is therefore modelled as $[x,[y,A]]$, with charges and numerical factors left out.

```lean
import Mathlib

open Matrix
open scoped ComplexOrder

namespace ScissorsVertex

/-- The two-photon vertex `[x, [y, A]]` of an operator `A` for the dipole operators `x` and `y`. -/
def vertex {R : Type*} [Ring R] (x y A : R) : R :=
  x * (y * A - A * y) - (y * A - A * y) * x
```

Let $Q$ project on the conduction states and $P=1-Q$ on the valence states. The scissors Hamiltonian is $H+\Delta Q$, where the real energy $\Delta$ stands for the gap correction missing from $H$, taken to be the same for all conduction states. It is an input here, not derived from a many-body calculation.

```lean
/-- The scissors Hamiltonian `H + Δ Q`, for operators `H` and `Q` and a real number `Δ`. -/
def scissorsHamiltonian {R : Type*} [Ring R] [Algebra ℝ R] (H Q : R) (Δ : ℝ) : R :=
  H + Δ • Q
```

Usually $Q$ is built from eigenstates of $H$ and commutes with it, which makes $\Delta Q$ a rigid shift. None of the proofs needs this, nor that $H$ is Hermitian.

## (a) Four blocks of the scissors vertex

Let $C=[x,[y,Q]]$ and $Q^2=Q$. Show that

$$\begin{aligned}QCQ&=Q(xPy+yPx)Q, & PCP&=-P(xQy+yQx)P,\\ PCQ&=PxPyQ-PyQxQ, & QCP&=QyPxP-QxQyP.\end{aligned}$$

Expanding the commutators gives $C=xyQ-xQy-yQx+Qyx$. Since $Q^2=Q$, also $PQ=QP=0$. Between two factors $Q$, all four terms survive:

$$QCQ=Qx(1-Q)yQ+Qy(1-Q)xQ.$$

Between two factors $P$, the first and last terms vanish, which leaves $-PxQyP-PyQxP$. In $PCQ$ only the last term vanishes, and $PxyQ-PxQyQ=PxPyQ$. In $QCP$ only the first vanishes, and $QyxP-QyQxP=QyPxP$.

In Lean, `R` is any ring, in general non-commutative, and `hQ` is the idempotency of $Q$. Each `linear_combination` names the two places where $Q^2=Q$ is used, at the outer ends of $xyQ$ and $Qyx$; `noncomm_ring` checks the remaining expansion without reordering factors.

```lean
/-- The conduction-conduction, valence-valence, valence-conduction and conduction-valence blocks
of the scissors vertex `[x, [y, Q]]`, with `Q` the conduction and `1 - Q` the valence projector. -/
theorem vertex_blocks {R : Type*} [Ring R] (x y Q : R) (hQ : Q * Q = Q) :
    Q * vertex x y Q * Q = Q * (x * (1 - Q) * y + y * (1 - Q) * x) * Q ∧
    (1 - Q) * vertex x y Q * (1 - Q) = -((1 - Q) * (x * Q * y + y * Q * x) * (1 - Q)) ∧
    (1 - Q) * vertex x y Q * Q =
      (1 - Q) * x * (1 - Q) * y * Q - (1 - Q) * y * Q * x * Q ∧
    Q * vertex x y Q * (1 - Q) =
      Q * y * (1 - Q) * x * (1 - Q) - Q * x * Q * y * (1 - Q) := by
  unfold vertex
  refine ⟨?_, ?_, ?_, ?_⟩
  · linear_combination (norm := noncomm_ring) Q * x * y * hQ + hQ * (y * x * Q)
  · linear_combination (norm := noncomm_ring)
      -((1 - Q) * x * y * hQ) - hQ * (y * x * (1 - Q))
  · linear_combination (norm := noncomm_ring) (1 - Q) * x * y * hQ - hQ * (y * x * Q)
  · linear_combination (norm := noncomm_ring) hQ * (y * x * (1 - Q)) - Q * x * y * hQ
```

## (b) The shift enters linearly

Show that

$$[x,[y,H+\Delta Q]]=[x,[y,H]]+\Delta\,C.$$

The inner commutator is $[y,H]+\Delta[y,Q]$, because the number $\Delta$ commutes with everything. Taking the commutator with $x$ gives the claim.

The assumption `Algebra ℝ R` lets real numbers multiply ring elements. The `simp only` call multiplies out and moves $\Delta$ to the front, and `module` collects the terms.

```lean
/-- The vertex of the scissors Hamiltonian is the vertex of the unshifted Hamiltonian plus
`Δ` times the scissors vertex. -/
theorem vertex_scissorsHamiltonian {R : Type*} [Ring R] [Algebra ℝ R] (x y H Q : R) (Δ : ℝ) :
    vertex x y (scissorsHamiltonian H Q Δ) = vertex x y H + Δ • vertex x y Q := by
  simp only [vertex, scissorsHamiltonian, mul_add, add_mul, mul_sub, sub_mul,
    mul_smul_comm, smul_mul_assoc, mul_assoc]
  module
```

## (c) The adjoint of the interband block

From here to (g) the operators are complex matrices over a finite index set `n`, and $Q$ and $x$ are Hermitian. Show that

$$(PxQ)^\dagger=QxP.$$

The adjoint reverses the product, giving $Q^\dagger x^\dagger P^\dagger$, and all three factors are Hermitian. Lean writes the adjoint as `ᴴ`, and the rewrites follow the same steps.

```lean
variable {n : Type*} [Fintype n] [DecidableEq n]

/-- The adjoint of the valence-conduction dipole block is the conduction-valence block. -/
theorem interband_adjoint (x Q : Matrix n n ℂ) (hQh : Q.IsHermitian) (hx : x.IsHermitian) :
    ((1 - Q) * x * Q)ᴴ = Q * x * (1 - Q) := by
  rw [conjTranspose_mul, conjTranspose_mul, conjTranspose_sub, conjTranspose_one,
    hQh.eq, hx.eq, mul_assoc]
```

## (d) The conduction block as a product

For $y=x$, so that $C=[x,[x,Q]]$, show that

$$QCQ=2\,(PxQ)^\dagger(PxQ).$$

Part (a) gives $QCQ=2\,QxPxQ$. Since $P^2=P$, this equals $2\,(QxP)(PxQ)$, and (c) identifies the first factor. In the code, $P^2=P$ appears through $P^2-P=Q^2-Q$, used once for each of the two equal terms.

```lean
/-- For equal polarisations the conduction block of the scissors vertex is twice the product of
the adjoint interband dipole block with the interband dipole block. -/
theorem conduction_block_eq (x Q : Matrix n n ℂ) (hQ : Q * Q = Q)
    (hQh : Q.IsHermitian) (hx : x.IsHermitian) :
    Q * vertex x x Q * Q = (2 : ℂ) • (((1 - Q) * x * Q)ᴴ * ((1 - Q) * x * Q)) := by
  rw [(vertex_blocks x x Q hQ).1, interband_adjoint x Q hQh hx, two_smul]
  -- the two sides differ by the idempotency of the valence projector
  linear_combination (norm := noncomm_ring)
    -(Q * x * hQ * (x * Q)) - Q * x * hQ * (x * Q)
```

## (e) Diagonal elements and squared dipoles

Show that, for $y=x$ and every basis index $c$,

$$(QCQ)_{cc}=2\sum_v |(PxQ)_{vc}|^2 .$$

Write $D=PxQ$. By (d), the element is $2\sum_v (D^\dagger)_{cv}D_{vc}=2\sum_v \overline{D_{vc}}\,D_{vc}$, which is the stated sum.

The sum runs over the whole basis. If the basis consists of valence and conduction states, only valence $v$ contribute. The proof also abbreviates the block as `D`, then compares the sums term by term with `Complex.conj_mul'`.

```lean
/-- Each diagonal element of the conduction block is twice the sum of the squared moduli of the
interband dipole elements in that column. -/
theorem conduction_block_diag (x Q : Matrix n n ℂ) (hQ : Q * Q = Q)
    (hQh : Q.IsHermitian) (hx : x.IsHermitian) (c : n) :
    (Q * vertex x x Q * Q) c c = ((2 * ∑ v, ‖((1 - Q) * x * Q) v c‖ ^ 2 : ℝ) : ℂ) := by
  rw [conduction_block_eq x Q hQ hQh hx]
  generalize (1 - Q) * x * Q = D
  rw [Matrix.smul_apply, Matrix.mul_apply, smul_eq_mul]
  push_cast
  congr 1
  apply Finset.sum_congr rfl
  intro v _
  rw [conjTranspose_apply]
  exact Complex.conj_mul' _
```

## (f) When the conduction block vanishes

Show that, for $y=x$,

$$QCQ=0\iff PxQ=0 .$$

If $PxQ=0$, (d) gives $QCQ=0$. Conversely, if $QCQ=0$, every diagonal element in (e) is zero. A sum of squares vanishes only if each term does, so every element of $PxQ$ is zero. Lean removes the factor 2 and uses the Mathlib lemma that $D^\dagger D=0$ exactly when $D=0$.

```lean
/-- For equal polarisations the conduction block of the scissors vertex vanishes exactly when
there is no interband dipole. -/
theorem conduction_block_eq_zero_iff (x Q : Matrix n n ℂ) (hQ : Q * Q = Q)
    (hQh : Q.IsHermitian) (hx : x.IsHermitian) :
    Q * vertex x x Q * Q = 0 ↔ (1 - Q) * x * Q = 0 := by
  rw [conduction_block_eq x Q hQ hQh hx, smul_eq_zero,
    or_iff_right (two_ne_zero : (2 : ℂ) ≠ 0), Matrix.conjTranspose_mul_self_eq_zero]
```

## (g) When the vertex needs no correction

For $\Delta\neq0$, show that

$$[x,[x,H+\Delta Q]]=[x,[x,H]]\iff PxQ=0 .$$

By (b), the vertex is unchanged exactly when $\Delta C=0$, that is, when $C=0$. If $C=0$, then $QCQ=0$, and (f) gives $PxQ=0$. Conversely, let $PxQ=0$. Then $QxP=0$ by (c), and

$$[x,Q]=PxQ-QxP=0,$$

so $C=[x,[x,Q]]=0$. The two branches after `constructor` are these two directions, and `hc` is the vanishing commutator.

In this finite independent-particle model, then, shifting only the energy denominators misses a change in the equal-polarisation vertex whenever there are interband dipoles along that polarisation. Whether a particular susceptibility changes depends on the other terms of the response as well. Extended crystals, where the position operator is not a finite matrix, are not covered.

With a single state, $Q$ is 0 or 1, there is no interband dipole, and the vertex never changes. For $\Delta=0$ it is unchanged whatever the dipoles, which is why that value is excluded.

```lean
/-- A non-zero scissors shift leaves the two-photon vertex for equal polarisations unchanged
exactly when there is no interband dipole. -/
theorem scissors_vertex_unchanged_iff (x H Q : Matrix n n ℂ) (Δ : ℝ) (hΔ : Δ ≠ 0)
    (hQ : Q * Q = Q) (hQh : Q.IsHermitian) (hx : x.IsHermitian) :
    vertex x x (scissorsHamiltonian H Q Δ) = vertex x x H ↔ (1 - Q) * x * Q = 0 := by
  rw [vertex_scissorsHamiltonian, add_eq_left, smul_eq_zero, or_iff_right hΔ]
  constructor
  · intro h
    rw [← conduction_block_eq_zero_iff x Q hQ hQh hx, h, mul_zero, zero_mul]
  · intro h
    -- without interband dipoles, x commutes with the projector
    have h' : Q * x * (1 - Q) = 0 := by
      rw [← interband_adjoint x Q hQh hx, h, conjTranspose_zero]
    have hc : x * Q - Q * x = 0 := by
      linear_combination (norm := noncomm_ring) h - h'
    rw [vertex, hc, mul_zero, zero_mul, sub_zero]
```

## (h) Two levels with one polarisation

Number the lower level 0 and the upper level 1. The projector on the upper level is $Q=\begin{pmatrix}0&0\\0&1\end{pmatrix}$.

```lean
/-- The projector on the upper state of a two-level system. -/
def upper : Matrix (Fin 2) (Fin 2) ℂ := !![0, 0; 0, 1]
```

The dipole operator along $x$, in units of its off-diagonal element, is $x=\begin{pmatrix}0&1\\1&0\end{pmatrix}$.

```lean
/-- A two-level dipole operator with real off-diagonal elements. -/
def dipoleX : Matrix (Fin 2) (Fin 2) ℂ := !![0, 1; 1, 0]
```

A second dipole operator, needed in (i), is $y=\begin{pmatrix}0&-i\\i&0\end{pmatrix}$.

```lean
/-- A two-level dipole operator with imaginary off-diagonal elements. -/
def dipoleY : Matrix (Fin 2) (Fin 2) ℂ := !![0, -Complex.I; Complex.I, 0]
```

Show that $Q$ and $x$ satisfy the hypotheses of (g), that $PxQ\neq0$, and that

$$[x,[x,Q]]=\begin{pmatrix}-2&0\\0&2\end{pmatrix}.$$

Both matrices are Hermitian, $Q^2=Q$, and $(PxQ)_{01}=1$. The inner commutator is $[x,Q]=\begin{pmatrix}0&1\\-1&0\end{pmatrix}$. Multiplying it by $x$ from the left gives $\mathrm{diag}(-1,1)$ and from the right $\mathrm{diag}(1,-1)$; their difference is the claim. Lean checks the matrices element by element and reads the non-zero dipole from element $(0,1)$.

```lean
/-- The matrix `upper` is a Hermitian idempotent and `dipoleX` is Hermitian; the pair has a non-zero
interband dipole, and its scissors vertex is diagonal with entries `-2` and `2`. -/
theorem two_level_witness :
    upper * upper = upper ∧ upper.IsHermitian ∧ dipoleX.IsHermitian ∧
    (1 - upper) * dipoleX * upper ≠ 0 ∧
    vertex dipoleX dipoleX upper = !![-2, 0; 0, 2] := by
  refine ⟨?_, ?_, ?_, ?_, ?_⟩
  · ext i j
    fin_cases i <;> fin_cases j <;> simp [upper, Matrix.mul_apply, Fin.sum_univ_succ]
  · unfold Matrix.IsHermitian
    ext i j
    fin_cases i <;> fin_cases j <;> simp [upper, conjTranspose_apply]
  · unfold Matrix.IsHermitian
    ext i j
    fin_cases i <;> fin_cases j <;> simp [dipoleX, conjTranspose_apply]
  · intro h
    have h01 := congrFun (congrFun h 0) 1
    simp [upper, dipoleX, Matrix.mul_apply, Fin.sum_univ_succ] at h01
  · ext i j
    fin_cases i <;> fin_cases j <;>
      norm_num [vertex, upper, dipoleX, Matrix.mul_apply, Fin.sum_univ_succ]
```

## (i) Two polarisations can cancel

For the same $Q$ and $x$, show that $y$ is Hermitian, that $PxQ$ and $PyQ$ are both non-zero, and that nevertheless

$$[x,[y,Q]]=0 .$$

Hermiticity is visible from the matrix, $(PxQ)_{01}=1$ and $(PyQ)_{01}=-i$. The inner commutator is

$$[y,Q]=\begin{pmatrix}0&-i\\-i&0\end{pmatrix}=-i\,x,$$

which commutes with $x$. Lean takes the first dipole from (h) and checks the rest by elements. The criterion in (g) therefore does not carry over to mixed polarisations.

The matrices $x$ and $y$ do not commute, as can happen when position components are truncated to a few states. The order of polarisations in the vertex can then matter. A model symmetric in the two photons would use $\tfrac12([x,[y,A]]+[y,[x,A]])$. This changes nothing for $y=x$, and it leaves $QCQ$ and $PCP$ in (a) as they are, but it averages each of the two off-diagonal blocks over both orders. In the present example the symmetrised vertex of $Q$ is zero too, since $[x,Q]=i\,y$ commutes with $y$.

```lean
/-- The matrix `dipoleY` is Hermitian, and the scissors vertex `[x, [y, Q]]` for `x = dipoleX`, `y =
dipoleY` and `Q = upper` vanishes although both dipole operators have non-zero interband blocks. -/
theorem mixed_vertex_can_vanish :
    dipoleY.IsHermitian ∧ (1 - upper) * dipoleX * upper ≠ 0 ∧
    (1 - upper) * dipoleY * upper ≠ 0 ∧ vertex dipoleX dipoleY upper = 0 := by
  refine ⟨?_, two_level_witness.2.2.2.1, ?_, ?_⟩
  · unfold Matrix.IsHermitian
    ext i j
    fin_cases i <;> fin_cases j <;> simp [dipoleY, conjTranspose_apply]
  · intro h
    have h01 := congrFun (congrFun h 0) 1
    simp [upper, dipoleY, Matrix.mul_apply, Fin.sum_univ_succ] at h01
  · ext i j
    fin_cases i <;> fin_cases j <;>
      simp [vertex, upper, dipoleX, dipoleY]

end ScissorsVertex
```

```lean
#print axioms ScissorsVertex.conduction_block_diag
#print axioms ScissorsVertex.scissors_vertex_unchanged_iff
#print axioms ScissorsVertex.mixed_vertex_can_vanish
```

```
'ScissorsVertex.conduction_block_diag' depends on axioms: [propext, Classical.choice, Quot.sound]
'ScissorsVertex.scissors_vertex_unchanged_iff' depends on axioms: [propext, Classical.choice, Quot.sound]
'ScissorsVertex.mixed_vertex_can_vanish' depends on axioms: [propext, Classical.choice, Quot.sound]
```
